# Single-component updates of a max-norm contraction on ℝᴺ converge whenever every component is refreshed infinitely often

When the unknowns of a self-consistent-field (SCF) calculation are refreshed one at a time, each from the latest values of all the unknowns, a convergence statement must first settle which orders of refreshing it admits. Admitted here is every infinite sequence of component labels in which each label keeps coming back. There need be no pattern, no equal shares and no bound on the waiting time between two visits.

## The SCF map and its feedback

Let x be a vector of N ≥ 1 real unknowns, for example the mean fields on the sites of a finite lattice model. From x one computes the state of the system, and from that state new fields F(x). Self-consistency means

F(p) = p.

Distances are measured by the largest component, ‖x‖ = maxᵢ |x(i)|. The assumption on F is that there is a constant K < 1 with

‖F(x) − F(y)‖ ≤ K ‖x − y‖ for all x, y.

Physically, K bounds the feedback: if no input field changes by more than δ, no output field changes by more than K δ.

## What is claimed

Let s(n) be the component refreshed at step n, and let xₙ be the vector before that step. Then

xₙ₊₁(i) = F(xₙ)(i) if i = s(n), and xₙ₊₁(i) = xₙ(i) otherwise.

If s visits every component infinitely often, F has exactly one fixed point p, and xₙ → p from every start x₀. Conversely, fix K with 0 < K < 1. An order that gives convergence to the fixed point, for all maps with this constant and from every start, must visit every component infinitely often.

For mean-field and electronic-structure iterations with finitely many real unknowns and a max-norm contraction, this means that the refresh order can be chosen freely, for instance to favour slowly converging components, as long as none is abandoned.

## Shrinking boxes

**Existence and uniqueness.** Iterate the full map, yₙ₊₁ = F(yₙ). Successive distances obey ‖yₙ₊₁ − yₙ‖ ≤ Kⁿ ‖y₁ − y₀‖, so the sequence is Cauchy. Its limit p satisfies F(p) = p because F is continuous. If q is also fixed, then ‖p − q‖ ≤ K ‖p − q‖, which forces p = q.

**One refresh.** Suppose |x(j) − p(j)| ≤ r for all j. Then

|F(x)(i) − p(i)| = |F(x)(i) − F(p)(i)| ≤ ‖F(x) − F(p)‖ ≤ K ‖x − p‖ ≤ K r.

**The box is never left.** Since K r ≤ r, a refreshed component stays within r of p, and the others have not moved.

**The box shrinks.** Let the iterates lie in the box of radius r from step T on. Once component i is refreshed, its error is at most K r. It stays so, because the component either rests or is refreshed again from inside the same box. Every component has a visit at or after T. After the last of these N first visits, the iterates are in the box of radius K r for good.

**Convergence.** Start with r = ‖x₀ − p‖ and repeat. For every k there is a step after which all errors are at most Kᵏ ‖x₀ − p‖, and this bound tends to zero as k grows.

**The converse.** Take F(x) = K x, whose fixed point is 0, and start from x₀(i) = 1 for all i. If cᵢ(n) is the number of visits to i before step n, then

xₙ(i) = K^cᵢ(n).

If the visits to i stop, this component is frozen at a positive value and cannot tend to 0.

## A Euclidean contraction that diverges

The choice of norm matters. Take N = 2 and

F(x, y) = (−0.7 x + 0.7 y, −0.7 x − 0.7 y).

This map shrinks every Euclidean length by the factor 0.7 √2 ≈ 0.99, so refreshing both components together converges to 0. In the max norm its constant is 1.4. Now refresh x, then y, in turn. One sweep gives

x′ = −0.7 x + 0.7 y,
y′ = −0.7 x′ − 0.7 y = 0.49 x − 1.19 y.

Start from (1, −1). The two components keep opposite signs, so |y′| = 0.49 |x| + 1.19 |y| ≥ 1.19 |y|, and the iteration diverges. Contraction in the Euclidean norm is therefore not enough.

## Bounded waiting times as another model

A stricter condition on the order would require every component to appear in each block of B consecutive steps. The same argument would then give a rate, with errors at most K^⌊n/B⌋ ‖x₀ − p‖ after n steps. For N ≥ 2 the converse would be lost, since orders with growing gaps also converge.

## The statement in Lean

Vectors are functions `ι → ℝ` on a finite index type `ι`, and Mathlib's distance on them is the max-norm distance. `ContractingWith K F` says that `K < 1` and that `F` is Lipschitz with constant `K`, a non-negative real. `F` may be nonlinear. `updateAt` is one refresh, `asyncIterate F s x₀ n` is xₙ, and `VisitsAll s` says that after any step `n` each component still has a visit to come.

The theorem `async_scf_converges` provides one `p` such that `F q = q` holds exactly when `q = p`, and to which the iterates from every `x₀` converge. `visitsAll_iff_converges` is the equivalence for fixed `0 < K < 1`. At K = 0 the map is constant and a single visit to each component suffices, so for N ≥ 2 the equivalence fails without positivity.

The word "asynchronous" is narrower here than in parallel computing, where a processor may read outdated values. Each step here uses the current vector, and the cyclic order is the Gauss–Seidel form of the fixed-point iteration: component i is replaced by F(x)(i), which may depend on the old x(i), and the i-th equation is not solved for x(i). The step left to the user is to show that a given SCF map is a max-norm contraction on all of ℝᴺ; for a real calculation this may hold only near the solution, or only after damping.

```lean
import Mathlib

open Filter Topology
open scoped NNReal

namespace AsynchronousSCF

variable {ι : Type*} [DecidableEq ι]

/-- One asynchronous step: component `i` of `x` is replaced by component `i` of `F x`,
and all other components are kept. -/
def updateAt (F : (ι → ℝ) → (ι → ℝ)) (i : ι) (x : ι → ℝ) : ι → ℝ :=
  Function.update x i (F x i)

/-- The asynchronous iteration from `x₀`: step `n` refreshes component `s n`, using the
current vector. -/
def asyncIterate (F : (ι → ℝ) → (ι → ℝ)) (s : ℕ → ι) (x₀ : ι → ℝ) : ℕ → (ι → ℝ)
  | 0 => x₀
  | n + 1 => updateAt F (s n) (asyncIterate F s x₀ n)

/-- The update order `s` visits every component infinitely often: after any step `n`,
each component still has a visit to come. -/
def VisitsAll (s : ℕ → ι) : Prop :=
  ∀ i, ∀ n : ℕ, ∃ m, n ≤ m ∧ s m = i

/-- For the linear map `F x = c x`, each component equals its initial value times `c` to the
power of the number of visits it has received. -/
theorem asyncIterate_smul (c : ℝ) (s : ℕ → ι) (x₀ : ι → ℝ) (i : ι) (n : ℕ) :
    asyncIterate (fun x => c • x) s x₀ n i
      = c ^ Nat.count (fun m => s m = i) n * x₀ i := by
  induction n with
  | zero => simp [asyncIterate]
  | succ n ih =>
    rw [Nat.count_succ]
    simp only [asyncIterate, updateAt]
    by_cases h : s n = i
    · rw [if_pos h, h, Function.update_self, Pi.smul_apply, smul_eq_mul, ih, pow_succ]
      ring
    · rw [if_neg h, Function.update_of_ne (Ne.symm h), ih, add_zero]

variable [Fintype ι] {F : (ι → ℝ) → (ι → ℝ)} {K : ℝ≥0} {p : ι → ℝ}

omit [DecidableEq ι] in
/-- Let `F` be a contraction with constant `K` in the max norm and `p` a fixed point. If every
component of `x` is within `r` of `p`, every component of `F x` is within `K r` of `p`. -/
theorem abs_map_sub_le (hF : ContractingWith K F) (hp : F p = p) {x : ι → ℝ} {r : ℝ}
    (hx : ∀ j, |x j - p j| ≤ r) (i : ι) : |F x i - p i| ≤ K * r := by
  have hr : 0 ≤ r := (abs_nonneg _).trans (hx i)
  have h1 : dist x p ≤ r := (dist_pi_le_iff hr).2 fun j => by
    rw [Real.dist_eq]
    exact hx j
  calc |F x i - p i| = dist (F x i) (F p i) := by rw [hp, Real.dist_eq]
    _ ≤ dist (F x) (F p) := dist_le_pi_dist _ _ i
    _ ≤ K * dist x p := hF.2.dist_le_mul x p
    _ ≤ K * r := by gcongr

/-- For a max-norm contraction with fixed point `p`, asynchronous iterates never leave a max-norm
ball centred at `p` once they are inside it, whatever the update order. -/
theorem box_invariant (hF : ContractingWith K F) (hp : F p = p) {s : ℕ → ι} {x₀ : ι → ℝ}
    {r : ℝ} {n : ℕ} (hx : ∀ j, |asyncIterate F s x₀ n j - p j| ≤ r) :
    ∀ m, n ≤ m → ∀ j, |asyncIterate F s x₀ m j - p j| ≤ r := by
  intro m hm
  induction m, hm using Nat.le_induction with
  | base => exact hx
  | succ m hm ih =>
    intro j
    simp only [asyncIterate, updateAt]
    by_cases h : j = s m
    · -- the refreshed component has error at most K r, hence at most r
      rw [h, Function.update_self]
      have h1 := abs_map_sub_le hF hp ih (s m)
      have hr : 0 ≤ r := (abs_nonneg _).trans (ih j)
      have hK : (K : ℝ) < 1 := by exact_mod_cast hF.1
      nlinarith
    · rw [Function.update_of_ne h]
      exact ih j

/-- Let `F` be a max-norm contraction with constant `K` and fixed point `p`, and let the
iterates stay within `r` of `p` from step `n` on. Once component `i` is refreshed at a step
`m ≥ n`, its error stays at most `K r`. -/
theorem component_shrinks (hF : ContractingWith K F) (hp : F p = p) {s : ℕ → ι}
    {x₀ : ι → ℝ} {r : ℝ} {n m : ℕ} {i : ι}
    (hbox : ∀ k, n ≤ k → ∀ j, |asyncIterate F s x₀ k j - p j| ≤ r)
    (hm : n ≤ m) (hi : s m = i) :
    ∀ k, m + 1 ≤ k → |asyncIterate F s x₀ k i - p i| ≤ K * r := by
  intro k hk
  induction k, hk using Nat.le_induction with
  | base =>
    simp only [asyncIterate, updateAt]
    rw [hi, Function.update_self]
    exact abs_map_sub_le hF hp (hbox m hm) i
  | succ k hk ih =>
    simp only [asyncIterate, updateAt]
    by_cases h : s k = i
    · rw [h, Function.update_self]
      exact abs_map_sub_le hF hp (hbox k (by omega)) i
    · rw [Function.update_of_ne (Ne.symm h)]
      exact ih

/-- For a max-norm contraction with constant `K` and fixed point `p`, and an order that visits every
component infinitely often, the error is eventually at most `K ^ k` times the initial error, for
every `k`. -/
theorem eventually_in_box (hF : ContractingWith K F) (hp : F p = p) {s : ℕ → ι}
    (hs : VisitsAll s) (x₀ : ι → ℝ) (k : ℕ) :
    ∃ T, ∀ n, T ≤ n → ∀ j,
      |asyncIterate F s x₀ n j - p j| ≤ (K : ℝ) ^ k * dist x₀ p := by
  induction k with
  | zero =>
    refine ⟨0, box_invariant hF hp fun j => ?_⟩
    rw [pow_zero, one_mul, ← Real.dist_eq]
    exact dist_le_pi_dist x₀ p j
  | succ k ih =>
    obtain ⟨T, hT⟩ := ih
    -- wait until every component has been refreshed at or after step T
    choose m hm hsm using fun i => hs i T
    refine ⟨Finset.univ.sup m + 1, fun n hn j => ?_⟩
    have hj : m j ≤ Finset.univ.sup m := Finset.le_sup (Finset.mem_univ j)
    rw [pow_succ', mul_assoc]
    exact component_shrinks hF hp hT (hm j) (hsm j) n (by omega)

/-- For a max-norm contraction with fixed point `p`, asynchronous iterates converge to `p` from
every start if the order visits every component infinitely often. -/
theorem tendsto_of_visitsAll (hF : ContractingWith K F) (hp : F p = p) {s : ℕ → ι}
    (hs : VisitsAll s) (x₀ : ι → ℝ) :
    Tendsto (asyncIterate F s x₀) atTop (𝓝 p) := by
  have hK : (K : ℝ) < 1 := by exact_mod_cast hF.1
  have hlim : Tendsto (fun k : ℕ => (K : ℝ) ^ k * dist x₀ p) atTop (𝓝 0) := by
    have h := (tendsto_pow_atTop_nhds_zero_of_lt_one (NNReal.coe_nonneg K) hK).mul_const
      (dist x₀ p)
    rwa [zero_mul] at h
  rw [tendsto_pi_nhds]
  intro j
  rw [Metric.tendsto_atTop]
  intro ε hε
  -- choose a box smaller than ε and wait until the iterates are trapped in it
  obtain ⟨k, hk⟩ := (hlim.eventually_lt_const hε).exists
  obtain ⟨T, hT⟩ := eventually_in_box hF hp hs x₀ k
  refine ⟨T, fun n hn => ?_⟩
  rw [Real.dist_eq]
  exact (hT n hn j).trans_lt hk

/-- Convergence of asynchronous SCF updates: if `F` is a contraction in the max norm and the
order visits every component infinitely often, then `F` has exactly one fixed point and the
iterates converge to it from every start. -/
theorem async_scf_converges (hF : ContractingWith K F) {s : ℕ → ι} (hs : VisitsAll s) :
    ∃ p, (∀ q, F q = q ↔ q = p) ∧
      ∀ x₀, Tendsto (asyncIterate F s x₀) atTop (𝓝 p) := by
  have hp : F (ContractingWith.fixedPoint F hF) = ContractingWith.fixedPoint F hF :=
    hF.fixedPoint_isFixedPt
  refine ⟨ContractingWith.fixedPoint F hF, fun q => ⟨fun hq => hF.fixedPoint_unique hq, ?_⟩,
    tendsto_of_visitsAll hF hp hs⟩
  rintro rfl
  exact hp

/-- For a fixed constant `0 < K < 1`, an update order gives convergence to the fixed point for
all max-norm contractions with constant `K` and all starts exactly when it visits every
component infinitely often. -/
theorem visitsAll_iff_converges (hK0 : 0 < K) (hK1 : K < 1) (s : ℕ → ι) :
    VisitsAll s ↔ ∀ F : (ι → ℝ) → (ι → ℝ), ContractingWith K F →
      ∀ p, F p = p → ∀ x₀, Tendsto (asyncIterate F s x₀) atTop (𝓝 p) := by
  refine ⟨fun hs F hF p hp x₀ => tendsto_of_visitsAll hF hp hs x₀, fun H i n => ?_⟩
  by_contra hno
  have hne : ∀ m, n ≤ m → s m ≠ i := fun m hm h => hno ⟨m, hm, h⟩
  -- test the order on F x = K x, started from the vector of ones
  have hF : ContractingWith K (fun x : ι → ℝ => (K : ℝ) • x) := by
    refine ⟨hK1, LipschitzWith.of_dist_le_mul fun x y => ?_⟩
    rw [dist_smul₀, Real.norm_of_nonneg (NNReal.coe_nonneg K)]
  have hlim := tendsto_pi_nhds.1 (H _ hF 0 (smul_zero _) (fun _ => 1)) i
  -- without further visits the component is frozen at a nonzero value
  have hcount : ∀ m, n ≤ m →
      Nat.count (fun l => s l = i) m = Nat.count (fun l => s l = i) n := by
    intro m hm
    induction m, hm using Nat.le_induction with
    | base => rfl
    | succ m hm ih => rw [Nat.count_succ, if_neg (hne m hm), add_zero, ih]
  have hconst : Tendsto (asyncIterate (fun x : ι → ℝ => (K : ℝ) • x) s (fun _ => 1) · i)
      atTop (𝓝 ((K : ℝ) ^ Nat.count (fun l => s l = i) n)) := by
    refine tendsto_const_nhds.congr' ?_
    filter_upwards [eventually_ge_atTop n] with m hm
    rw [asyncIterate_smul, hcount m hm, mul_one]
  have hzero : (K : ℝ) ^ Nat.count (fun l => s l = i) n = 0 :=
    tendsto_nhds_unique hconst hlim
  have hpos : (0 : ℝ) < K := by exact_mod_cast hK0
  exact (pow_pos hpos _).ne' hzero

end AsynchronousSCF
```

```lean
#print axioms AsynchronousSCF.async_scf_converges
-- 'AsynchronousSCF.async_scf_converges' depends on axioms: [propext, Classical.choice, Quot.sound]
#print axioms AsynchronousSCF.visitsAll_iff_converges
-- 'AsynchronousSCF.visitsAll_iff_converges' depends on axioms: [propext, Classical.choice, Quot.sound]
```

## How the lemmas build the proof

`abs_map_sub_le` is the estimate for one refresh. Its `calc` chain has the same links as the displayed inequality: `dist_le_pi_dist` bounds a component by the max norm, and `hF.2.dist_le_mul` is the Lipschitz condition.

`box_invariant` and `component_shrinks` are inductions on the step number, started at a given step by `Nat.le_induction`. In both, `by_cases` separates the refreshed component from a resting one. In the first lemma `nlinarith` supplies K r ≤ r. The second starts at `m + 1`, because the refresh made at step `m` first shows in the next vector.

`eventually_in_box` is the induction on k. `choose` picks for each component `i` a visit `m i` at or after `T`, and `Finset.univ.sup m + 1` is a step by which all these visits have happened. Finiteness of the index type enters here, as the maximum of finitely many waiting times.

`tendsto_of_visitsAll` turns the boxes into a limit. `tendsto_pi_nhds` reduces convergence of vectors to that of components; for a given ε the proof picks k with Kᵏ ‖x₀ − p‖ < ε and waits for the corresponding box. `async_scf_converges` then takes existence and uniqueness of the fixed point from Mathlib's contraction theorem.

For the converse, `asyncIterate_smul` proves the power formula for F(x) = c x with any real c, where `Nat.count` counts the visits before step `n`. In `visitsAll_iff_converges`, `by_contra` assumes that component `i` has no visit from step `n` on. `hcount` shows that its count is then constant, and `hconst` that the component tends to a fixed power of K. By assumption it also tends to 0, so `tendsto_nhds_unique` makes that power zero, which contradicts K > 0.
